# The Gram matrix of residual differences, damped by w²I, is nonsingular if w is nonzero or the differences are linearly independent

The columns of a finite real matrix F are residual differences, and their Gram matrix is damped by adding w² times the identity, with w real. The theorem says that the determinant of FᵀF + w²I is nonzero whenever w ≠ 0 or the columns of F are linearly independent. The attempt argues by contradiction: if the determinant vanished, some nonzero vector v would be sent to zero, and taking the dot product with v would give |Fv|² + w²|v|² = 0. Either hypothesis makes that sum strictly positive.

The first attempt, which Lean rejects:

```lean
import Mathlib

open Matrix Filter Topology

namespace DampedAnderson

noncomputable section

variable {m n : Type*} [Fintype m] [Fintype n] [DecidableEq n]

/-- Squared Euclidean length of a real vector. -/
def sqNorm {k : Type*} [Fintype k] (v : k → ℝ) : ℝ := v ⬝ᵥ v

/-- The damped Gram matrix `Fᵀ F + w² I` of the residual differences. -/
def dampedGram (F : Matrix m n ℝ) (w : ℝ) : Matrix n n ℝ :=
  Fᵀ * F + w ^ 2 • (1 : Matrix n n ℝ)

lemma sqNorm_nonneg {k : Type*} [Fintype k] (v : k → ℝ) : 0 ≤ sqNorm v :=
  Finset.sum_nonneg fun i _ => mul_self_nonneg (v i)

lemma sqNorm_pos {k : Type*} [Fintype k] {v : k → ℝ} (hv : v ≠ 0) : 0 < sqNorm v :=
  lt_of_le_of_ne (sqNorm_nonneg v) fun h => hv (dotProduct_self_eq_zero.mp h.symm)

omit [DecidableEq n] in
lemma dotProduct_transpose (F : Matrix m n ℝ) (d : n → ℝ) (u : m → ℝ) :
    d ⬝ᵥ (Fᵀ *ᵥ u) = (F *ᵥ d) ⬝ᵥ u := by
  rw [Matrix.dotProduct_mulVec, Matrix.vecMul_transpose]

lemma dampedGram_mulVec (F : Matrix m n ℝ) (w : ℝ) (g : n → ℝ) :
    dampedGram F w *ᵥ g = Fᵀ *ᵥ (F *ᵥ g) + w ^ 2 • g := by
  rw [dampedGram, Matrix.add_mulVec, Matrix.smul_mulVec, Matrix.one_mulVec,
    Matrix.mulVec_mulVec]

/-- The damped Gram matrix is nonsingular if the damping is nonzero or the columns of `F` are
independent. -/
theorem dampedGram_det_ne_zero (F : Matrix m n ℝ) (w : ℝ)
    (h : w ≠ 0 ∨ LinearIndependent ℝ F.col) : (dampedGram F w).det ≠ 0 := by
  intro hdet
  obtain ⟨v, hv, h0⟩ := Matrix.exists_mulVec_eq_zero_iff.mpr hdet
  -- a null vector would have vanishing quadratic form
  have e : sqNorm (F *ᵥ v) + w ^ 2 * sqNorm v = 0 := by
    have h1 := congrArg (fun u => v ⬝ᵥ u) h0
    simpa only [dampedGram_mulVec, dotProduct_add, dotProduct_smul, smul_eq_mul,
      dotProduct_transpose, dotProduct_zero] using h1
  have hFv := sqNorm_nonneg (F *ᵥ v)
  have hvp := sqNorm_pos hv
  rcases h with hw | hF
  · have hw2 : 0 < w ^ 2 := by positivity
    linarith [mul_pos hw2 hvp]
  · have hne : F *ᵥ v ≠ 0 := fun hz =>
      hv (Matrix.mulVec_injective_iff.mpr hF (hz.trans (Matrix.mulVec_zero F).symm))
    linarith [sqNorm_pos hne, mul_nonneg (sq_nonneg w) hvp.le]

end

end DampedAnderson
```

Messages:

```
Main.lean:43:4: error: Type mismatch: After simplification, term
  h1
 has type
  @Eq ℝ (F *ᵥ v ⬝ᵥ F *ᵥ v + w ^ 2 * v ⬝ᵥ v) 0
but is expected to have type
  @Eq ℝ (sqNorm (F *ᵥ v) + w ^ 2 * sqNorm v) 0
```

The repair, with which the file compiles:

```diff
@@ -42,5 +42,5 @@
     have h1 := congrArg (fun u => v ⬝ᵥ u) h0
     simpa only [dampedGram_mulVec, dotProduct_add, dotProduct_smul, smul_eq_mul,
-      dotProduct_transpose, dotProduct_zero] using h1
+      dotProduct_transpose, dotProduct_zero, sqNorm] using h1
   have hFv := sqNorm_nonneg (F *ᵥ v)
   have hvp := sqNorm_pos hv
```

The error is in the step that derives |Fv|² + w²|v|² = 0. The listed lemmas do turn `h1` into the right equation, but with the squared lengths written as dot products, `F *ᵥ v ⬝ᵥ F *ᵥ v` and `v ⬝ᵥ v`. The goal writes the same quantities as `sqNorm (F *ᵥ v)` and `sqNorm v`.

The two equations are equal by definition, since `sqNorm v` is defined as `v ⬝ᵥ v`. But `simpa only` simplifies with just the lemmas it is given, and `sqNorm` was not among them, so the goal kept its folded form. The final comparison between `h1` and the goal does not unfold an ordinary definition like `sqNorm` either, hence the type mismatch.

The repair adds `sqNorm` to the list. The simplifier then unfolds it in the goal, both sides are written in dot products, and they match.
